# Symmetry can keep a Car–Parrinello orbital orthogonal to the ground state

A model Hamiltonian with a mirror symmetry is described in a finite basis, and its lowest orbital is odd under the reflection. A Car–Parrinello run starts from an even guess, with the orbital at rest or moving within the even states. Can the dynamics ever find the ground state? If the Hamiltonian commutes with the reflection at all times, the answer is no: the overlap with the odd state stays exactly zero. For one electron in an ordinary local potential the lowest orbital is even instead, and the same argument with even and odd exchanged keeps an odd guess orthogonal to it.

## The odd part of the orbital obeys its own equation

Let $c(t)$ be one real orbital, $v=\dot c$ its velocity and $a=\dot v$ its acceleration. The equation of motion is

$$\mu a=-2H(t)c+\lambda(t)c .$$

The fictitious mass $\mu>0$ sets the inertia of the orbital, and $\lambda$ is the multiplier that holds its norm. For symmetric $H$, $2Hc$ is the gradient of the energy $\langle c,Hc\rangle$, so an orbital at rest in an eigenstate has $\lambda$ equal to twice its energy.

Let $S$ be a fixed linear operator with $SH(t)=H(t)S$, and let $Sc=c$ and $Sv=v$ at $t=0$. Put $d=Sc-c$. Then $\dot d=Sv-v$, and

$$\mu\ddot d=S(-2Hc+\lambda c)-(-2Hc+\lambda c)=-2Hd+\lambda d .$$

So $\ddot d=A(t)d$ with $A=(\lambda-2H)/\mu$, and $d(0)=\dot d(0)=0$.

If $H$ and $\lambda$ are continuous, $\|A\|\le M$ on any bounded time interval around zero. Let $z=(d,\dot d)$, with the larger of the two norms as its norm, and let $K=\max(1,M)$. Then $\|\dot z\|\le K\|z\|$, and Grönwall's inequality gives $\|z(t)\|\le e^{K|t|}\|z(0)\|=0$. Hence $Sc(t)=c(t)$ at all times.

If $S$ is also symmetric and $Su=-u$, then

$$\langle c,u\rangle=\langle Sc,u\rangle=\langle c,Su\rangle=-\langle c,u\rangle ,$$

so the overlap vanishes.

Normalisation determines the multiplier. Differentiating $\langle c,c\rangle=1$ gives $\langle c,v\rangle=0$, and differentiating again gives $\|v\|^2+\langle c,a\rangle=0$. The inner product of the equation of motion with $c$ is $\mu\langle c,a\rangle=-2\langle c,Hc\rangle+\lambda$, so

$$\lambda=2\langle c,Hc\rangle-\mu\|v\|^2 .$$

This is continuous when $H$ is. For a normalised odd $u$ we also get $\|c-u\|^2=1+1-2\langle c,u\rangle=2$.

## Two levels, one even and one odd

The smallest system that shows the trapping has one even state $e$ and one odd state $o$, with energies $\varepsilon_e>\varepsilon_o$. A normalised even orbital can only be $e$ or $-e$, so it stands still, with $\lambda=2\varepsilon_e$. If $\lambda$ is held at this value, a small odd component $\delta$ released from rest grows as $\delta\cosh\!\big(\sqrt{2(\varepsilon_e-\varepsilon_o)/\mu}\,t\big)$. An arbitrarily small odd component can therefore end the trapping, and rounding errors can supply one. This growth law is an informal estimate, with no Lean proof below.

## Orbital space and equation of motion

```lean
import Mathlib

open scoped InnerProductSpace

namespace CarParrinelloTrapping

noncomputable section

variable {E : Type*} [NormedAddCommGroup E] [InnerProductSpace ℝ E]
```

`E` is any real inner product space. A finite basis set is the case of practical interest.

```lean
/-- Car-Parrinello motion of one orbital `c` with velocity `v` and acceleration `a`:
`μ a = -2 H(t) c + lam(t) c`, with fictitious mass `μ` and multiplier `lam`. -/
structure IsCPTrajectory (μ : ℝ) (H : ℝ → E →L[ℝ] E) (lam : ℝ → ℝ)
    (c v a : ℝ → E) : Prop where
  velocity : ∀ t, HasDerivAt c (v t) t
  acceleration : ∀ t, HasDerivAt v (a t) t
  newton : ∀ t, μ • a t = -((2 : ℝ) • H t (c t)) + lam t • c t
```

`H t` is a bounded operator, which fits a finite basis but not the kinetic energy in the continuum. The derivatives hold at every real `t`, so the results reach into the past as well as the future. The structure has no friction term and does not itself demand normalisation.

`H` is a prescribed function of time. In a simulation it depends on the density and the ions, and that these keep the symmetry, so that $H(t)$ goes on commuting with $S$, is assumed and not derived.

## Nothing moves away from the origin

```lean
/-- A system with a linear force `A(t) w`, continuous in time, that is at rest at the
origin at time zero is at the origin at all times. -/
theorem rest_at_origin {F : Type*} [NormedAddCommGroup F] [NormedSpace ℝ F]
    {A : ℝ → F →L[ℝ] F} (hA : Continuous A) {w p : ℝ → F}
    (hw : ∀ t, HasDerivAt w (p t) t) (hp : ∀ t, HasDerivAt p (A t (w t)) t)
    (w0 : w 0 = 0) (p0 : p 0 = 0) (t : ℝ) : w t = 0 := by
  -- the force is uniformly bounded on a compact interval around 0 and t
  obtain ⟨M, hM⟩ := (isCompact_Icc (a := -(|t| + 1)) (b := |t| + 1)).exists_bound_of_continuousOn
    hA.continuousOn
  let K : NNReal := ⟨max 1 M, le_trans zero_le_one (le_max_left 1 M)⟩
  have hLip : ∀ s ∈ Set.Ioo (-(|t| + 1)) (|t| + 1),
      LipschitzOnWith K (fun z : F × F => (z.2, A s z.1)) Set.univ := by
    intro s hs
    refine LipschitzOnWith.of_dist_le_mul fun x _ y _ => ?_
    rw [dist_eq_norm, dist_eq_norm]
    have h1 : ‖x.1 - y.1‖ ≤ ‖x - y‖ := norm_fst_le (x - y)
    have h2 : ‖x.2 - y.2‖ ≤ ‖x - y‖ := norm_snd_le (x - y)
    refine (Prod.norm_def _).trans_le (max_le ?_ ?_)
    · change ‖x.2 - y.2‖ ≤ max 1 M * ‖x - y‖
      nlinarith [le_max_left 1 M, norm_nonneg (x - y)]
    · change ‖A s x.1 - A s y.1‖ ≤ max 1 M * ‖x - y‖
      rw [← map_sub]
      have h3 : ‖A s‖ ≤ max 1 M := (hM s ⟨hs.1.le, hs.2.le⟩).trans (le_max_right 1 M)
      exact ((A s).le_opNorm _).trans
        (mul_le_mul h3 h1 (norm_nonneg _) (le_trans zero_le_one (le_max_left 1 M)))
  -- uniqueness in phase space, compared with the solution that is zero
  have hEq := ODE_solution_unique_of_mem_Ioo (v := fun s (z : F × F) => (z.2, A s z.1))
    (s := fun _ => Set.univ) (K := K) (f := fun s => (w s, p s)) (g := fun _ => (0 : F × F))
    (t₀ := 0) hLip ⟨by linarith [abs_nonneg t], by linarith [abs_nonneg t]⟩
    (fun s _ => ⟨(hw s).prodMk (hp s), Set.mem_univ _⟩)
    (fun s _ => ⟨(hasDerivAt_const s (0 : F × F)).congr_deriv
      (Prod.ext rfl (map_zero (A s)).symm), Set.mem_univ _⟩)
    (by simp [w0, p0])
  have ht : t ∈ Set.Ioo (-(|t| + 1)) (|t| + 1) :=
    ⟨by linarith [neg_abs_le t], by linarith [le_abs_self t]⟩
  exact congrArg Prod.fst (hEq ht)
```

This is the Grönwall step. Compactness of the interval from $-(|t|+1)$ to $|t|+1$ gives the bound `M`, and `hLip` shows that the phase-space field $(d,\dot d)\mapsto(\dot d,A\,d)$ has Lipschitz constant $K=\max(1,M)$. Mathlib's uniqueness theorem for ordinary differential equations then identifies the solution with the zero solution.

## Even stays even

```lean
variable {μ : ℝ} {H : ℝ → E →L[ℝ] E} {lam : ℝ → ℝ} {c v a : ℝ → E} {S : E →L[ℝ] E}

/-- For Car-Parrinello motion with `μ > 0`: if `S` commutes with a continuous `H(t)`, the multiplier
is continuous, and orbital and velocity are `S`-even at time zero, then the orbital is `S`-even at
all times. -/
theorem symmetry_preserved (hμ : 0 < μ) (hH : Continuous H) (hl : Continuous lam)
    (hcp : IsCPTrajectory μ H lam c v a) (hS : ∀ t x, S (H t x) = H t (S x))
    (c0 : S (c 0) = c 0) (v0 : S (v 0) = v 0) (t : ℝ) : S (c t) = c t := by
  have hA : Continuous fun s =>
      μ⁻¹ • (lam s • ContinuousLinearMap.id ℝ E - (2 : ℝ) • H s) :=
    ((hl.smul continuous_const).sub (hH.const_smul (2 : ℝ))).const_smul μ⁻¹
  -- the difference S c - c obeys the same linear equation and starts at rest at the origin
  have key := rest_at_origin hA (w := fun s => S (c s) - c s) (p := fun s => S (v s) - v s)
    (fun s => (S.hasFDerivAt.comp_hasDerivAt s (hcp.velocity s)).fun_sub (hcp.velocity s))
    (fun s => by
      refine ((S.hasFDerivAt.comp_hasDerivAt s (hcp.acceleration s)).fun_sub
        (hcp.acceleration s)).congr_deriv ?_
      have ha : a s = μ⁻¹ • (lam s • c s - (2 : ℝ) • H s (c s)) := by
        rw [eq_inv_smul_iff₀ hμ.ne', hcp.newton s]
        module
      change S (a s) - a s =
        μ⁻¹ • (lam s • (S (c s) - c s) - (2 : ℝ) • H s (S (c s) - c s))
      rw [ha]
      simp only [map_sub, map_smul, hS]
      module)
    (by simp [c0]) (by simp [v0]) t
  exact sub_eq_zero.mp key
```

Here `hS` says that `S` commutes with every `H t`, while `c0` and `v0` say that orbital and velocity start even. Continuity of `H` is meant in the operator norm. The proof applies `rest_at_origin` to $Sc-c$: it solves the equation of motion for `a s`, which uses $\mu\neq0$, and moves `S` past `H` with `hS`. Neither $S^2=1$ nor symmetry of `H` is required.

```lean
/-- Trapping in the wrong symmetry: let symmetric `S` commute with a continuous `H(t)`, and let the
multiplier be continuous. A Car-Parrinello orbital with `μ > 0` that starts `S`-even with `S`-even
velocity is at all times orthogonal to every state `u` with `S u = -u`, such as an odd ground state.
-/
theorem trapped_in_wrong_symmetry (hμ : 0 < μ) (hH : Continuous H) (hl : Continuous lam)
    (hcp : IsCPTrajectory μ H lam c v a) (hS : ∀ t x, S (H t x) = H t (S x))
    (hsym : ∀ x y, ⟪S x, y⟫_ℝ = ⟪x, S y⟫_ℝ)
    (c0 : S (c 0) = c 0) (v0 : S (v 0) = v 0) {u : E} (hu : S u = -u) (t : ℝ) :
    ⟪c t, u⟫_ℝ = 0 := by
  have h := hsym (c t) u
  rw [symmetry_preserved hμ hH hl hcp hS c0 v0 t, hu, inner_neg_right] at h
  linarith
```

The hypothesis `hsym` is the symmetry of `S`, and the proof is the one-line overlap argument above. The state `u` need only be odd; it is the ground state in the model situation of the opening. With `-S` in place of `S`, the theorem covers an odd start and an even ground state. For electronic-structure work this means that a symmetric starting guess can hide a lower state, here for a single orbital in undamped motion.

## The norm constraint supplies the multiplier

```lean
/-- Along a Car-Parrinello trajectory that stays normalised, the multiplier is `2⟨c, H c⟩ - μ‖v‖²`.
-/
theorem multiplier_eq (hcp : IsCPTrajectory μ H lam c v a) (hn : ∀ t, ‖c t‖ = 1) (t : ℝ) :
    lam t = 2 * ⟪c t, H t (c t)⟫_ℝ - μ * ‖v t‖ ^ 2 := by
  have hcc : ∀ s, ⟪c s, c s⟫_ℝ = 1 := fun s => by
    rw [real_inner_self_eq_norm_sq, hn s, one_pow]
  -- first derivative of the constraint: the velocity is tangent to the sphere
  have hcv : (fun s => ⟪c s, v s⟫_ℝ) = fun _ => (0 : ℝ) := by
    funext s
    have h := (hcp.velocity s).inner ℝ (hcp.velocity s)
    rw [show (fun r => ⟪c r, c r⟫_ℝ) = fun _ => (1 : ℝ) from funext hcc] at h
    have h' := h.unique (hasDerivAt_const s (1 : ℝ))
    linarith [real_inner_comm (c s) (v s)]
  -- second derivative of the constraint
  have h := (hcp.velocity t).inner ℝ (hcp.acceleration t)
  rw [hcv] at h
  have h2 := h.unique (hasDerivAt_const t (0 : ℝ))
  rw [real_inner_self_eq_norm_sq] at h2
  have h3 := congrArg (fun x => ⟪c t, x⟫_ℝ) (hcp.newton t)
  simp only [inner_add_right, inner_neg_right, real_inner_smul_right, hcc] at h3
  linear_combination μ * h2 - h3
```

`hcv` is the first derivative of the constraint and `h2` the second. `h3` is the equation of motion projected on $c$, and the last line combines them.

```lean
/-- A Car-Parrinello orbital with `μ > 0` that stays normalised and starts `S`-even with `S`-even
velocity, for symmetric `S` commuting with a continuous `H(t)`, keeps squared distance 2 from every
normalised `S`-odd state. -/
theorem distance_to_odd_state (hμ : 0 < μ) (hH : Continuous H)
    (hcp : IsCPTrajectory μ H lam c v a) (hn : ∀ t, ‖c t‖ = 1)
    (hS : ∀ t x, S (H t x) = H t (S x)) (hsym : ∀ x y, ⟪S x, y⟫_ℝ = ⟪x, S y⟫_ℝ)
    (c0 : S (c 0) = c 0) (v0 : S (v 0) = v 0) {u : E} (hu : S u = -u) (hu1 : ‖u‖ = 1)
    (t : ℝ) : ‖c t - u‖ ^ 2 = 2 := by
  have hc : Continuous c := continuous_iff_continuousAt.mpr fun s => (hcp.velocity s).continuousAt
  have hv : Continuous v :=
    continuous_iff_continuousAt.mpr fun s => (hcp.acceleration s).continuousAt
  -- the constraint itself makes the multiplier continuous
  have hl : Continuous lam := by
    rw [funext (multiplier_eq hcp hn)]
    exact (continuous_const.mul (hc.inner (hH.clm_apply hc))).sub
      (continuous_const.mul (hv.norm.pow 2))
  rw [norm_sub_sq_real, trapped_in_wrong_symmetry hμ hH hl hcp hS hsym c0 v0 hu t, hn t, hu1]
  norm_num
```

Continuity of `lam` is no longer a hypothesis, since it follows from `multiplier_eq`. The squared distance is then expanded with zero overlap.

## An orbital circling above the ground state

```lean
/-- The three orthonormal basis states of a three-level system. -/
def level (i : Fin 3) : EuclideanSpace ℝ (Fin 3) := EuclideanSpace.basisFun (Fin 3) ℝ i

/-- The projector onto the last level, `level 2`. -/
def proj : EuclideanSpace ℝ (Fin 3) →L[ℝ] EuclideanSpace ℝ (Fin 3) :=
  (innerSL ℝ (level 2)).smulRight (level 2)

/-- The reflection `1 - 2P`, with `P` the projector onto `level 2`. -/
def mirror : EuclideanSpace ℝ (Fin 3) →L[ℝ] EuclideanSpace ℝ (Fin 3) :=
  ContinuousLinearMap.id ℝ (EuclideanSpace ℝ (Fin 3)) - (2 : ℝ) • proj
```

The levels are numbered 0, 1, 2. With $P$ the projector onto `level 2`, the reflection $1-2P$ reverses that level and fixes the other two.

```lean
/-- With `H = -P`, an orbital rotating in the plane of `level 0` and `level 1` is a normalised
Car-Parrinello trajectory. The reflection is symmetric, commutes with `H`, fixes that plane and
reverses `level 2`. -/
theorem trapped_witness (μ : ℝ) :
    IsCPTrajectory μ (fun _ => -proj) (fun _ => -μ)
      (fun t => Real.cos t • level 0 + Real.sin t • level 1)
      (fun t => (-Real.sin t) • level 0 + Real.cos t • level 1)
      (fun t => (-Real.cos t) • level 0 + (-Real.sin t) • level 1) ∧
    (∀ t : ℝ, ‖Real.cos t • level 0 + Real.sin t • level 1‖ = 1) ∧
    (∀ x, mirror ((-proj) x) = (-proj) (mirror x)) ∧
    (∀ x y, ⟪mirror x, y⟫_ℝ = ⟪x, mirror y⟫_ℝ) ∧
    (∀ r s : ℝ, mirror (r • level 0 + s • level 1) = r • level 0 + s • level 1) ∧
    mirror (level 2) = -level 2 := by
  have h : ∀ i j, ⟪level i, level j⟫_ℝ = if i = j then (1 : ℝ) else 0 :=
    orthonormal_iff_ite.mp (EuclideanSpace.basisFun (Fin 3) ℝ).orthonormal
  have h00 : ⟪level 0, level 0⟫_ℝ = 1 := by rw [h, if_pos rfl]
  have h01 : ⟪level 0, level 1⟫_ℝ = 0 := by simp [h]
  have h10 : ⟪level 1, level 0⟫_ℝ = 0 := by simp [h]
  have h11 : ⟪level 1, level 1⟫_ℝ = 1 := by rw [h, if_pos rfl]
  have hP : ∀ x, proj x = ⟪level 2, x⟫_ℝ • level 2 := fun _ => rfl
  have hS : ∀ x, mirror x = x - (2 : ℝ) • proj x := fun _ => rfl
  have hN : ∀ x, (-proj) x = -(proj x) := fun _ => rfl
  -- the plane of the orbital is invisible to the projector
  have hz : ∀ r s : ℝ, proj (r • level 0 + s • level 1) = 0 := fun r s => by
    simp [hP, inner_add_right, real_inner_smul_right, h]
  refine ⟨⟨fun t => ?_, fun t => ?_, fun t => ?_⟩, fun t => ?_, fun x => ?_, fun x y => ?_,
    fun r s => ?_, ?_⟩
  · exact ((Real.hasDerivAt_cos t).smul_const _).fun_add ((Real.hasDerivAt_sin t).smul_const _)
  · exact ((Real.hasDerivAt_sin t).fun_neg.smul_const _).fun_add
      ((Real.hasDerivAt_cos t).smul_const _)
  · simp only [hN, hz]
    module
  · refine (pow_eq_one_iff_of_nonneg (norm_nonneg _) two_ne_zero).mp ?_
    rw [← real_inner_self_eq_norm_sq]
    simp only [inner_add_left, inner_add_right, real_inner_smul_left, real_inner_smul_right,
      h00, h01, h10, h11]
    linear_combination Real.sin_sq_add_cos_sq t
  · simp only [hS, hN, map_sub, map_smul, map_neg]
    module
  · simp only [hS, hP, inner_sub_left, inner_sub_right, real_inner_smul_left,
      real_inner_smul_right, real_inner_comm (level 2) x]
    ring
  · rw [hS, hz, smul_zero, sub_zero]
  · rw [hS, hP, h, if_pos rfl]
    module

end

end CarParrinelloTrapping
```

For $H=-P$ the odd `level 2` has energy $-1$ and the even levels have energy 0, so the ground state is odd. The orbital $\cos t$ `level 0` $+\sin t$ `level 1` moves forever in the even plane, with $\lambda=-\mu$, as the multiplier formula requires for $\langle c,Hc\rangle=0$ and $\|v\|=1$. The proof rests on `hz`, which says that $P$ vanishes on this plane; the equation of motion then reduces to $a=-c$. The remaining parts verify the norm and the properties of the reflection, so for $\mu>0$ the trapping theorem applies to a moving, normalised orbital.

```lean
#print axioms CarParrinelloTrapping.trapped_in_wrong_symmetry
#print axioms CarParrinelloTrapping.distance_to_odd_state
```

```
'CarParrinelloTrapping.trapped_in_wrong_symmetry' depends on axioms: [propext, Classical.choice, Quot.sound]
'CarParrinelloTrapping.distance_to_odd_state' depends on axioms: [propext, Classical.choice, Quot.sound]
```
